# Projector embedding with a fixed Fock matrix: the shift keeps $E_A$ on A and gives $E_B+\mu I$ on B when the two orbital blocks are orthonormal, orthogonal to each other and closed under $F$

## Two orbital blocks and one Fock matrix

Projector embedding divides the occupied orbitals of a molecule into an active part A and an environment B. It adds a term to the Fock matrix that pushes the orbitals of B up in energy, so that a calculation on A does not fall back into them. The modelling choice made here is that each part solves its own equation with the same fixed Fock matrix $F$:

$$F C_A = S C_A E_A,\qquad F C_B = S C_B E_B .$$

Here $S$ is the overlap matrix of the basis functions, and the columns of $C_A$ and $C_B$ are the orbital coefficients. The square matrices $E_A$ and $E_B$ hold the orbital energies on their diagonals if the orbitals are canonical, but they need not be diagonal. Orbitals may be mixed within a block by any unitary matrix, which keeps them orthonormal.

Canonical orbitals sorted into two sets satisfy these equations. Localised orbitals usually do not: they are mixtures of canonical orbitals with different energies, and a coupling $C_B^\dagger F C_A \neq 0$ remains between the two parts. The theorem below covers only uncoupled blocks, so it does not apply to such localised orbitals.

## What is claimed

Write $D_X = C_X C_X^\dagger$ for the density matrix of block $X$, and $D = D_A + D_B$. The shifted Fock matrix is

$$F_\mu = F + \mu\, S D_B S .$$

The constant $\mu$ stands for the energy penalty on occupying an environment orbital. In applications it is a large positive number; the theorem allows any complex value.

Let $S$ be Hermitian, with $C_A^\dagger S C_A = I$, $C_B^\dagger S C_B = I$ and $C_A^\dagger S C_B = 0$, and let the two block equations hold. Then

$$D S D = D,\qquad F_\mu C_A = S C_A E_A,\qquad F_\mu C_B = S C_B (E_B + \mu I).$$

In Lean this is `projector_embedding`. The finite types `n`, `a` and `b` label the basis functions, the orbitals of A and the orbitals of B. The hypotheses `hA`, `hB` and `hAB` are the three overlap conditions, and `hFA` and `hFB` are the block equations. Matrices are complex, and for real orbitals the adjoint `ᴴ` is the transpose.

The name `density` means the density matrix in the basis, not the density in space, and it carries no factor of two for spin. The name `levelShifted` refers to a shift of occupied environment orbitals, whereas in SCF convergence a level shift usually acts on virtual ones. Neither positivity of $S$ nor hermiticity of $F$ is assumed. Since $F$ is a given matrix, its dependence on the density, and with it self-consistency, is left out.

For uncoupled blocks and a fixed $F$, the environment levels move by $\mu$ and the active ones stay. This is an idealised picture of embedding a correlated method for A in a density-functional environment. In such calculations the orbitals are usually localised, so that the blocks are coupled, and the Fock matrix for A is computed anew.

## Idempotency and the mutual overlap

Let $O = C_A^\dagger S C_B$. Since $S^\dagger = S$, exchanging the blocks gives $C_B^\dagger S C_A = O^\dagger$. Expanding the product gives four terms:

$$D S D = C_A (C_A^\dagger S C_A) C_A^\dagger + C_A O C_B^\dagger + C_B O^\dagger C_A^\dagger + C_B (C_B^\dagger S C_B) C_B^\dagger .$$

The two brackets are identity matrices, so

$$D S D = D + X,\qquad X = C_A O C_B^\dagger + C_B O^\dagger C_A^\dagger .$$

If $O = 0$, then $X = 0$ and $D S D = D$. Conversely, suppose $X = 0$. Multiplying by $C_A^\dagger S$ from the left and by $S C_A$ from the right gives

$$0 = C_A^\dagger S X S C_A = I\,O\,O^\dagger + O\,O^\dagger I = 2\,O O^\dagger .$$

The diagonal entries of $O O^\dagger$ are $\sum_j |O_{ij}|^2$, so every entry of $O$ vanishes. For separately orthonormal blocks, idempotency of the total density is therefore equivalent to their mutual orthogonality.

## How the shift acts on orbitals

For any block of orbitals $C$,

$$F_\mu C = F C + \mu\, S C_B\,(C_B^\dagger S C).$$

For $C = C_A$ the bracket is $O^\dagger = 0$, and $F_\mu C_A = F C_A = S C_A E_A$. For $C = C_B$ the bracket is $I$, and

$$F_\mu C_B = S C_B E_B + \mu S C_B = S C_B (E_B + \mu I).$$

There is a converse here too. If $\mu \neq 0$ and $F_\mu C = F C$, then $S C_B (C_B^\dagger S C) = 0$. Multiplying by $C_B^\dagger$ from the left and using $C_B^\dagger S C_B = I$ gives $C_B^\dagger S C = 0$. The shift leaves $FC$ unchanged exactly when $C$ is orthogonal to the environment.

The same overlaps fix the change in the trace with the density $C C^\dagger$. By cyclicity,

$$\operatorname{tr}(C C^\dagger S C_B C_B^\dagger S) = \operatorname{tr}\big[(C_B^\dagger S C)(C_B^\dagger S C)^\dagger\big] = \sum_{i,j} |(C_B^\dagger S C)_{ij}|^2 ,$$

where $i$ runs over environment orbitals and $j$ over the columns of $C$. Hence

$$\operatorname{tr}(C C^\dagger F_\mu) = \operatorname{tr}(C C^\dagger F) + \mu \sum_{i,j} |(C_B^\dagger S C)_{ij}|^2 .$$

For positive $\mu$ the extra term is a non-negative penalty, and it measures how far the orbitals in $C$ reach into the environment.

## Two overlapping basis functions

Take two normalised basis functions with overlap $3/5$, and

$$F = \begin{pmatrix} -2 & -6/5 \\ -6/5 & -34/25 \end{pmatrix},\quad C_A = \begin{pmatrix} 1 \\ 0 \end{pmatrix},\quad C_B = \begin{pmatrix} -3/4 \\ 5/4 \end{pmatrix}.$$

Then $S C_A = (1, 3/5)^T$ and $F C_A = -2\, S C_A$. Likewise $S C_B = (0, 4/5)^T$ and $F C_B = -S C_B$. These vectors also give $C_A^\dagger S C_A = C_B^\dagger S C_B = 1$ and $C_A^\dagger S C_B = 0$. All the hypotheses hold, and the shift turns the energies $-2$ and $-1$ into $-2$ and $-1 + \mu$.

## Without mutual orthogonality

Let $S = I$ and $F = 0$ in two dimensions, with $C_A = (1, 0)^T$ and $C_B = (3/5, 4/5)^T$. Both orbitals are normalised and solve their equations with energy zero, but their overlap is $3/5$. Now $D$ is invertible and differs from $I$, so $D S D \neq D$. Moreover,

$$F_\mu C_A = \tfrac{3}{5}\mu\, C_B ,$$

which for $\mu \neq 0$ is not a multiple of $S C_A$. Linear independence of the two blocks is thus too weak a replacement for $C_A^\dagger S C_B = 0$.

## The Lean file

```lean
import Mathlib

open Matrix
open scoped ComplexOrder

namespace ProjectorEmbedding

noncomputable section

variable {n a b : Type*} [Fintype n] [Fintype a] [Fintype b]

/-- The density matrix `C Cᴴ` of a block of orbitals with coefficient matrix `C`. -/
def density (C : Matrix n a ℂ) : Matrix n n ℂ := C * Cᴴ

/-- The Fock matrix with the environment orbitals `CB` level-shifted: `F + μ S D_B S`. -/
def levelShifted (F S : Matrix n n ℂ) (CB : Matrix n b ℂ) (μ : ℂ) : Matrix n n ℂ :=
  F + μ • (S * density CB * S)

omit [Fintype a] [Fintype b] in
/-- For a Hermitian overlap matrix, exchanging two blocks of orbitals turns the matrix of
their mutual overlaps into its adjoint. -/
theorem overlap_swap {S : Matrix n n ℂ} (hS : S.IsHermitian)
    (C : Matrix n a ℂ) (C' : Matrix n b ℂ) : C'ᴴ * S * C = (Cᴴ * S * C')ᴴ := by
  rw [conjTranspose_mul, conjTranspose_mul, conjTranspose_conjTranspose, hS.eq,
    Matrix.mul_assoc]

/-- For a Hermitian overlap matrix and two separately orthonormal blocks of orbitals, the
total density `D` gives `D S D = D` plus a cross term built from the mutual overlaps. -/
theorem idempotency_defect [DecidableEq a] [DecidableEq b] {S : Matrix n n ℂ}
    (hS : S.IsHermitian) {CA : Matrix n a ℂ} {CB : Matrix n b ℂ}
    (hA : CAᴴ * S * CA = 1) (hB : CBᴴ * S * CB = 1) :
    (density CA + density CB) * S * (density CA + density CB) =
      density CA + density CB +
        (CA * (CAᴴ * S * CB) * CBᴴ + CB * (CAᴴ * S * CB)ᴴ * CAᴴ) := by
  -- collect the four overlap blocks
  have h : (density CA + density CB) * S * (density CA + density CB) =
      CA * (CAᴴ * S * CA) * CAᴴ + CA * (CAᴴ * S * CB) * CBᴴ +
        CB * (CBᴴ * S * CA) * CAᴴ + CB * (CBᴴ * S * CB) * CBᴴ := by
    simp only [density, Matrix.add_mul, Matrix.mul_add, Matrix.mul_assoc]
    abel
  rw [h, hA, hB, overlap_swap hS CA CB, Matrix.mul_one, Matrix.mul_one]
  unfold density
  abel

/-- For a Hermitian overlap matrix and two separately orthonormal blocks of orbitals, the
total density obeys `D S D = D` exactly when the blocks are orthogonal to each other. -/
theorem idempotent_iff_orthogonal [DecidableEq a] [DecidableEq b] {S : Matrix n n ℂ}
    (hS : S.IsHermitian) {CA : Matrix n a ℂ} {CB : Matrix n b ℂ}
    (hA : CAᴴ * S * CA = 1) (hB : CBᴴ * S * CB = 1) :
    (density CA + density CB) * S * (density CA + density CB) = density CA + density CB ↔
      CAᴴ * S * CB = 0 := by
  rw [idempotency_defect hS hA hB, add_eq_left]
  constructor
  · intro h
    -- project the cross term on the orbitals of A from both sides
    have key : (CAᴴ * S * CB) * (CAᴴ * S * CB)ᴴ + (CAᴴ * S * CB) * (CAᴴ * S * CB)ᴴ = 0 :=
      calc (CAᴴ * S * CB) * (CAᴴ * S * CB)ᴴ + (CAᴴ * S * CB) * (CAᴴ * S * CB)ᴴ
          = (CAᴴ * S * CA) * (CAᴴ * S * CB) * (CBᴴ * S * CA) +
              (CAᴴ * S * CB) * (CAᴴ * S * CB)ᴴ * (CAᴴ * S * CA) := by
            rw [hA, overlap_swap hS CA CB, Matrix.one_mul, Matrix.mul_one]
        _ = CAᴴ * S * (CA * (CAᴴ * S * CB) * CBᴴ + CB * (CAᴴ * S * CB)ᴴ * CAᴴ) *
              (S * CA) := by
            simp only [Matrix.mul_add, Matrix.add_mul, Matrix.mul_assoc]
        _ = 0 := by rw [h, Matrix.mul_zero, Matrix.zero_mul]
    have half : (CAᴴ * S * CB) * (CAᴴ * S * CB)ᴴ = 0 := by
      ext i j
      have hij := congrArg (fun M : Matrix a a ℂ => M i j) key
      simp only [Matrix.add_apply, Matrix.zero_apply] at hij ⊢
      linear_combination hij / 2
    exact Matrix.self_mul_conjTranspose_eq_zero.mp half
  · intro h
    simp [h]

omit [Fintype a] in
/-- The level shift acts on any block of orbitals `C` through its overlap with the
environment orbitals. -/
theorem levelShifted_mul (F S : Matrix n n ℂ) (CB : Matrix n b ℂ) (μ : ℂ)
    (C : Matrix n a ℂ) :
    levelShifted F S CB μ * C = F * C + μ • (S * CB * (CBᴴ * S * C)) := by
  simp only [levelShifted, density, Matrix.add_mul, Matrix.smul_mul, Matrix.mul_assoc]

omit [Fintype a] in
/-- For orthonormal environment orbitals and a nonzero shift, the shifted and the original
Fock matrix act alike on a block of orbitals exactly when it is orthogonal to the
environment. -/
theorem shift_invisible_iff [DecidableEq b] (F : Matrix n n ℂ) {S : Matrix n n ℂ}
    {CB : Matrix n b ℂ} (hB : CBᴴ * S * CB = 1) {μ : ℂ} (hμ : μ ≠ 0) (C : Matrix n a ℂ) :
    levelShifted F S CB μ * C = F * C ↔ CBᴴ * S * C = 0 := by
  rw [levelShifted_mul, add_eq_left]
  constructor
  · intro h
    have h2 : S * CB * (CBᴴ * S * C) = 0 :=
      calc S * CB * (CBᴴ * S * C) = (μ⁻¹ * μ) • (S * CB * (CBᴴ * S * C)) := by
            rw [inv_mul_cancel₀ hμ, one_smul]
        _ = 0 := by rw [mul_smul, h, smul_zero]
    calc CBᴴ * S * C = (CBᴴ * S * CB) * (CBᴴ * S * C) := by rw [hB, Matrix.one_mul]
      _ = CBᴴ * (S * CB * (CBᴴ * S * C)) := by simp only [Matrix.mul_assoc]
      _ = 0 := by rw [h2, Matrix.mul_zero]
  · intro h
    rw [h, Matrix.mul_zero, smul_zero]

/-- Let the orbitals of A and B be orthonormal, mutually orthogonal in a Hermitian overlap
matrix, and let each block solve `F C = S C E`. Then the total density obeys `D S D = D`, and
the level-shifted Fock matrix keeps `E_A` on A and gives `E_B + μ` on B. -/
theorem projector_embedding [DecidableEq a] [DecidableEq b] {F S : Matrix n n ℂ}
    (hS : S.IsHermitian) {CA : Matrix n a ℂ} {CB : Matrix n b ℂ}
    (hA : CAᴴ * S * CA = 1) (hB : CBᴴ * S * CB = 1) (hAB : CAᴴ * S * CB = 0)
    {EA : Matrix a a ℂ} {EB : Matrix b b ℂ}
    (hFA : F * CA = S * CA * EA) (hFB : F * CB = S * CB * EB) (μ : ℂ) :
    (density CA + density CB) * S * (density CA + density CB) = density CA + density CB ∧
      levelShifted F S CB μ * CA = S * CA * EA ∧
      levelShifted F S CB μ * CB = S * CB * (EB + μ • 1) := by
  refine ⟨(idempotent_iff_orthogonal hS hA hB).mpr hAB, ?_, ?_⟩
  · rw [levelShifted_mul, overlap_swap hS CA CB, hAB, conjTranspose_zero, Matrix.mul_zero,
      smul_zero, add_zero, hFA]
  · rw [levelShifted_mul, hB, hFB, Matrix.mul_add, Matrix.mul_smul]

/-- For a Hermitian overlap matrix, the level shift changes the trace of the Fock matrix with the
density of any orbitals `C` by `μ` times the sum of the squared moduli of their overlaps with the
environment orbitals. -/
theorem projection_energy {S : Matrix n n ℂ} (hS : S.IsHermitian) (F : Matrix n n ℂ)
    (CB : Matrix n b ℂ) (μ : ℂ) (C : Matrix n a ℂ) :
    (density C * levelShifted F S CB μ).trace =
      (density C * F).trace + μ * ∑ i, ∑ j, ((‖(CBᴴ * S * C) i j‖ ^ 2 : ℝ) : ℂ) := by
  -- cyclicity of the trace brings out the overlap block
  have h1 : (density C * (S * density CB * S)).trace =
      ((CBᴴ * S * C) * (CBᴴ * S * C)ᴴ).trace := by
    rw [← overlap_swap hS CB C]
    calc (density C * (S * density CB * S)).trace
        = ((C * Cᴴ * S * CB) * (CBᴴ * S)).trace := by
          simp only [density, Matrix.mul_assoc]
      _ = ((CBᴴ * S) * (C * Cᴴ * S * CB)).trace := Matrix.trace_mul_comm _ _
      _ = ((CBᴴ * S * C) * (Cᴴ * S * CB)).trace := by simp only [Matrix.mul_assoc]
  have h2 : ∀ O : Matrix b a ℂ,
      (O * Oᴴ).trace = ∑ i, ∑ j, ((‖O i j‖ ^ 2 : ℝ) : ℂ) := by
    intro O
    simp only [Matrix.trace, Matrix.diag_apply, Matrix.mul_apply, Matrix.conjTranspose_apply]
    refine Finset.sum_congr rfl fun i _ => Finset.sum_congr rfl fun j _ => ?_
    rw [← Complex.normSq_eq_norm_sq]
    exact Complex.mul_conj _
  rw [levelShifted, Matrix.mul_add, Matrix.mul_smul, Matrix.trace_add, Matrix.trace_smul,
    h1, h2, smul_eq_mul]

/-- Overlap matrix of two normalised basis functions with mutual overlap `3/5`. -/
def pairS : Matrix (Fin 2) (Fin 2) ℂ := !![1, 3/5; 3/5, 1]

/-- A Fock matrix in the same two-function basis. -/
def pairF : Matrix (Fin 2) (Fin 2) ℂ := !![-2, -6/5; -6/5, -34/25]

/-- The orbital of A: the first basis function. -/
def pairA : Matrix (Fin 2) (Fin 1) ℂ := !![1; 0]

/-- The orbital of B: a combination of both basis functions. -/
def pairB : Matrix (Fin 2) (Fin 1) ℂ := !![-3/4; 5/4]

/-- The two-function model meets all the hypotheses of projector embedding, with orbital
energies `-2` for A and `-1` for B. -/
theorem projector_embedding_witness :
    pairS.IsHermitian ∧ pairAᴴ * pairS * pairA = 1 ∧ pairBᴴ * pairS * pairB = 1 ∧
      pairAᴴ * pairS * pairB = 0 ∧ pairF * pairA = pairS * pairA * !![(-2 : ℂ)] ∧
      pairF * pairB = pairS * pairB * !![(-1 : ℂ)] := by
  -- the coefficients of B are real, so its adjoint is the plain row
  have h1 : star (-3/4 : ℂ) = -3/4 := by
    have e : (-3/4 : ℂ) = ((-3/4 : ℝ) : ℂ) := by norm_num
    rw [e]
    exact Complex.conj_ofReal _
  have h2 : star (5/4 : ℂ) = 5/4 := by
    have e : (5/4 : ℂ) = ((5/4 : ℝ) : ℂ) := by norm_num
    rw [e]
    exact Complex.conj_ofReal _
  have hB : pairBᴴ = !![-3/4, 5/4] := by
    ext i j
    fin_cases i
    fin_cases j
    · exact h1
    · exact h2
  rw [hB]
  refine ⟨?_, ?_, ?_, ?_, ?_, ?_⟩
  · show pairSᴴ = pairS
    ext i j
    fin_cases i <;> fin_cases j <;> norm_num [pairS, Matrix.conjTranspose_apply]
  all_goals
    ext i j
    fin_cases i <;> fin_cases j <;>
      norm_num [pairS, pairF, pairA, pairB, Matrix.mul_apply, Fin.sum_univ_succ,
        Matrix.conjTranspose_apply]

end

end ProjectorEmbedding
```

```lean
#print axioms ProjectorEmbedding.shift_invisible_iff
#print axioms ProjectorEmbedding.projector_embedding
#print axioms ProjectorEmbedding.projection_energy
```

```
'ProjectorEmbedding.shift_invisible_iff' depends on axioms: [propext, Classical.choice, Quot.sound]
'ProjectorEmbedding.projector_embedding' depends on axioms: [propext, Classical.choice, Quot.sound]
'ProjectorEmbedding.projection_energy' depends on axioms: [propext, Classical.choice, Quot.sound]
```

## From the matrix identities to the Lean proof

`overlap_swap` is the relation $C_B^\dagger S C_A = O^\dagger$, obtained by reversing the product under the adjoint and using `hS.eq`.

`idempotency_defect` is the expansion $D S D = D + X$. Its inner statement `h` lists the four terms: `simp only` multiplies out and `abel` puts the sum in order. The rewrites with `hA` and `hB` then replace the two brackets by identity matrices.

`idempotent_iff_orthogonal` first uses `add_eq_left` to reduce $D + X = D$ to $X = 0$. The `calc` block called `key` is the multiplication by $C_A^\dagger S$ and $S C_A$, read from $O O^\dagger + O O^\dagger$ towards zero. The step `half` divides by two entry by entry, and `Matrix.self_mul_conjTranspose_eq_zero` passes from $O O^\dagger = 0$ to $O = 0$.

`levelShifted_mul` is the formula for $F_\mu C$. In `shift_invisible_iff`, the first `calc` removes the factor $\mu$ with its inverse, and the second multiplies by $C_B^\dagger$. This equivalence does not need $S$ to be Hermitian.

`projector_embedding` assembles the three conclusions. The first is the backward direction of the idempotency equivalence. The other two insert $O^\dagger = 0$ and $C_B^\dagger S C_B = I$ into `levelShifted_mul`.

`projection_energy` needs only a Hermitian $S$, with no orthonormality. Its step `h1` applies `Matrix.trace_mul_comm` to bring out the overlap block, and `h2` writes the trace of a matrix times its adjoint as a sum of squared moduli.

`projector_embedding_witness` verifies the hypotheses for the two-function example. It first establishes that the adjoint of `pairB` is the plain real row, then compares both sides of each matrix equation entry by entry, with `norm_num` doing the arithmetic.
